# Maxwell's formula for repeated derivatives of 1/r along a complex null vector

**Q:** Put a unit charge at the origin and an opposite one a small displacement away. To first order, the potential is a directional derivative of 1/r. Shift and subtract again, and a quadrupole appears. I accept that for real displacements. But here the derivative is taken along a + i b, and no charge can be moved by a complex vector. What is being described?

**A:** Two real charge arrangements at once. Let a and b be real vectors, write r = ‖x‖, and set

D = a·∇ + i b·∇

If a and b are unit vectors along the x and y axes, the real part of D² is ∂x² − ∂y² and the imaginary part is 2 ∂x∂y. Each, applied to 1/r, is an ordinary quadrupole potential. The claim is that if a and b are orthogonal with equal norms, then for every natural number l and every x ≠ 0

D^l (1/r) = (−1)^l (2l−1)!! ζ(x)^l / r^(2l+1), with ζ(x) = a·x + i b·x and (−1)!! = 1.

**Q:** Derive it first, without any Lean.

**A:** Two derivatives are needed. Since ∇r = x/r,

D r = (a·x + i b·x)/r = ζ/r

Since ζ is linear, D ζ is ζ(a) + i ζ(b):

D ζ = a·a + i b·a + i (a·b + i b·b) = ‖a‖² − ‖b‖² + 2i a·b

Call this number N. It is the square of a + i b, taken without complex conjugation. For a constant c and natural numbers l and m, the product and chain rules give

D [c ζ^l / r^(m+1)] = c l ζ^(l−1) N / r^(m+1) − (m+1) c ζ^(l+1) / r^(m+3)

where the first term is absent for l = 0. The real part of N vanishes when the norms agree, and the imaginary part when a and b are orthogonal. Under both conditions only the second term survives. Now suppose the formula holds for l. Taking c = (−1)^l (2l−1)!! and m = 2l, one more derivative gives

D^(l+1) (1/r) = −(2l+1) (−1)^l (2l−1)!! ζ^(l+1) / r^(2l+3) = (−1)^(l+1) (2l+1)!! ζ^(l+1) / r^(2l+3)

which is the formula for l + 1. For l = 0 it reads 1/r = 1/r.

**Q:** Good. Now show me that the Lean objects are these objects. In which space does x live?

**A:** In any real inner product space `E`, of which ℝ³ is one case.

```lean
import Mathlib

open Topology

namespace MaxwellMultipole

noncomputable section

variable {E : Type*} [NormedAddCommGroup E] [InnerProductSpace ℝ E]
```

The form ζ is `complexForm a b`, with both real inner products cast into ℂ.

```lean
/-- The complex linear form `a·x + i b·x`. -/
def complexForm (a b x : E) : ℂ :=
  ((inner ℝ a x : ℝ) : ℂ) + Complex.I * ((inner ℝ b x : ℝ) : ℂ)
```

**Q:** And the derivative? I want an operator that can be applied repeatedly, not a formula that merely looks like one.

**A:** `maxwellD a b` takes a function from `E` to ℂ and returns another. It evaluates the real Fréchet derivative `fderiv ℝ f x` on a and on b, which gives a·∇f and b·∇f, and combines them with i. The notation `(maxwellD a b)^[l]` means l successive applications.

```lean
/-- The complex directional derivative `D = a·∇ + i b·∇`, acting on differentiable functions. -/
def maxwellD (a b : E) (f : E → ℂ) (x : E) : ℂ :=
  fderiv ℝ f x a + Complex.I * fderiv ℝ f x b
```

The potential is that of a unit charge in Gaussian units, with no factor 1/(4πε₀).

```lean
/-- The potential `1/‖x‖` of a unit point charge at the origin, for `x ≠ 0`. -/
def coulomb (x : E) : ℂ := 1 / (‖x‖ : ℂ)
```

**Q:** What happens at the origin, where 1/r has no value?

**A:** Lean assigns values there by convention, but every statement about the potential assumes x ≠ 0, and a derivative at such a point only sees a neighbourhood that can avoid the origin. The theorems therefore describe the field outside the charge and say nothing about the singular source.

The remaining two definitions are N and the product of the first l odd numbers.

```lean
/-- The square `‖a‖² - ‖b‖² + 2i a·b` of the complex vector `a + i b`. -/
def complexSquare (a b : E) : ℂ :=
  ((‖a‖ ^ 2 - ‖b‖ ^ 2 : ℝ) : ℂ) + ((2 * inner ℝ a b : ℝ) : ℂ) * Complex.I

/-- The product `1·3·5⋯(2l-1)` of the first `l` odd numbers, equal to one for `l = 0`. -/
def oddDoubleFactorial (l : ℕ) : ℕ := ∏ k ∈ Finset.range l, (2 * k + 1)
```

**Q:** Is that product really the double factorial?

**A:** Yes. The next theorem identifies it with Mathlib's `Nat.doubleFactorial`, with the index shifted by one so that −1 never occurs: `oddDoubleFactorial (l + 1)` is (2l+1)!!. The empty product supplies the convention (−1)!! = 1. The proof is an induction that adds one odd factor at a time.

```lean
/-- The product of the first `l + 1` odd numbers is the double factorial `(2l+1)!!`. -/
theorem oddDoubleFactorial_succ_eq (l : ℕ) :
    oddDoubleFactorial (l + 1) = Nat.doubleFactorial (2 * l + 1) := by
  induction l with
  | zero => rfl
  | succ l ih =>
    have h : oddDoubleFactorial (l + 1 + 1)
        = oddDoubleFactorial (l + 1) * (2 * (l + 1) + 1) := Finset.prod_range_succ _ _
    rw [h, ih, show 2 * (l + 1) + 1 = (2 * l + 1) + 2 by ring,
      Nat.doubleFactorial_add_two, mul_comm]
```

**Q:** Where does the condition on a and b enter?

**A:** Through N = 0, the condition under which a + i b is called a null vector. The proof below compares real and imaginary parts, then uses the fact that nonnegative numbers with equal squares are equal.

```lean
/-- The complex vector `a + i b` has zero square exactly when `a` and `b` are orthogonal
and have equal norms. -/
theorem complexSquare_eq_zero_iff (a b : E) :
    complexSquare a b = 0 ↔ inner ℝ a b = 0 ∧ ‖a‖ = ‖b‖ := by
  constructor
  · intro h
    have hre := congrArg Complex.re h
    have him := congrArg Complex.im h
    simp only [complexSquare, Complex.add_re, Complex.mul_re, Complex.ofReal_re,
      Complex.ofReal_im, Complex.I_re, Complex.I_im, Complex.zero_re] at hre
    simp only [complexSquare, Complex.add_im, Complex.mul_im, Complex.ofReal_re,
      Complex.ofReal_im, Complex.I_re, Complex.I_im, Complex.zero_im] at him
    exact ⟨by linarith, (sq_eq_sq₀ (norm_nonneg a) (norm_nonneg b)).1 (by linarith)⟩
  · rintro ⟨h1, h2⟩
    simp [complexSquare, h1, h2]
```

**Q:** Then the derivatives. Is D r = ζ/r assumed?

**A:** It is derived. The next lemma differentiates r as the square root of ‖x‖², which is where x ≠ 0 is needed, and obtains the linear map v ↦ x·v/r.

```lean
/-- Away from the origin the distance `‖x‖` has the derivative `v ↦ x·v/‖x‖`. -/
theorem hasFDerivAt_radius {x : E} (hx : x ≠ 0) :
    HasFDerivAt (fun y : E => (‖y‖ : ℂ))
      (Complex.ofRealCLM.comp (‖x‖⁻¹ • innerSL ℝ x)) x := by
  have h : HasFDerivAt (fun y : E => ‖y‖) (‖x‖⁻¹ • innerSL ℝ x) x := by
    -- differentiate the square root of the squared norm
    have h0 := (hasStrictFDerivAt_norm_sq x).hasFDerivAt.sqrt
      (pow_ne_zero 2 (norm_ne_zero_iff.mpr hx))
    simp only [Real.sqrt_sq (norm_nonneg _)] at h0
    convert h0 using 1
    ext v
    simp only [smul_apply, smul_eq_mul, nsmul_eq_mul, Nat.cast_ofNat]
    field_simp
  exact Complex.ofRealCLM.hasFDerivAt.comp x h
```

The general product-rule formula is `maxwellD_step`, valid for arbitrary a and b. In its proof, `L` is the derivative of ζ, and `hN` records D ζ = N. Likewise `M` is the derivative of r, and `hD` records D r = ζ/r. The chain rule gives `h1` for the power of ζ and `h2` for the inverse power of r; `h1.mul h2` is the product rule. The final `linear_combination` inserts `hD` and `hN` with the prefactors found above.

```lean
/-- The action of `D` on `c (a·x + i b·x)^l / ‖x‖^(m+1)` for arbitrary `a` and `b`. -/
theorem maxwellD_step (a b : E) (c : ℂ) (l m : ℕ) {x : E} (hx : x ≠ 0) :
    maxwellD a b (fun y => (c * complexForm a b y ^ l) * ((‖y‖ : ℂ) ^ (m + 1))⁻¹) x
      = c * (l * complexForm a b x ^ (l - 1)) * complexSquare a b / (‖x‖ : ℂ) ^ (m + 1)
        - (m + 1) * c * complexForm a b x ^ (l + 1) / (‖x‖ : ℂ) ^ (m + 3) := by
  have hr : (‖x‖ : ℂ) ≠ 0 := Complex.ofReal_ne_zero.mpr (norm_ne_zero_iff.mpr hx)
  -- the linear form is its own derivative, and `D` maps it to the complex square
  obtain ⟨L, hL, hN⟩ : ∃ L : E →L[ℝ] ℂ, HasFDerivAt (complexForm a b) L x ∧
      L a + Complex.I * L b = complexSquare a b := by
    let L : E →L[ℝ] ℂ := Complex.ofRealCLM.comp (innerSL ℝ a)
      + Complex.I • Complex.ofRealCLM.comp (innerSL ℝ b)
    have hv : ∀ v, L v = complexForm a b v := fun _ => rfl
    refine ⟨L, L.hasFDerivAt, ?_⟩
    rw [hv, hv]
    unfold complexForm complexSquare
    rw [real_inner_comm a b, real_inner_self_eq_norm_sq, real_inner_self_eq_norm_sq]
    push_cast
    linear_combination (‖b‖ : ℂ) ^ 2 * Complex.I_sq
  -- `D` maps the distance to the linear form divided by the distance
  obtain ⟨M, hM, hD⟩ : ∃ M : E →L[ℝ] ℂ, HasFDerivAt (fun y : E => (‖y‖ : ℂ)) M x ∧
      M a + Complex.I * M b = complexForm a b x / (‖x‖ : ℂ) := by
    refine ⟨_, hasFDerivAt_radius hx, ?_⟩
    have hv : ∀ v, (Complex.ofRealCLM.comp (‖x‖⁻¹ • innerSL ℝ x)) v
        = ((‖x‖⁻¹ * inner ℝ x v : ℝ) : ℂ) := fun _ => rfl
    rw [hv, hv, real_inner_comm a x, real_inner_comm b x]
    unfold complexForm
    push_cast
    ring
  have hinv : HasDerivAt (fun z : ℂ => (z ^ (m + 1))⁻¹)
      (-((m : ℂ) + 1) / (‖x‖ : ℂ) ^ (m + 2)) (‖x‖ : ℂ) := by
    refine ((hasDerivAt_pow (m + 1) (‖x‖ : ℂ)).inv (pow_ne_zero _ hr)).congr_deriv ?_
    rw [Nat.add_sub_cancel,
      div_eq_div_iff (pow_ne_zero _ (pow_ne_zero _ hr)) (pow_ne_zero _ hr)]
    push_cast
    ring
  have h1 : HasFDerivAt (fun y => c * complexForm a b y ^ l)
      ((c * (l * complexForm a b x ^ (l - 1))) • L) x :=
    ((hasDerivAt_pow l (complexForm a b x)).const_mul c).comp_hasFDerivAt x hL
  have h2 : HasFDerivAt (fun y : E => ((‖y‖ : ℂ) ^ (m + 1))⁻¹)
      ((-((m : ℂ) + 1) / (‖x‖ : ℂ) ^ (m + 2)) • M) x :=
    by
      have h := hinv.comp_hasFDerivAt x hM
      exact h
  have e : fderiv ℝ (fun y => (c * complexForm a b y ^ l) * ((‖y‖ : ℂ) ^ (m + 1))⁻¹) x
      = (c * complexForm a b x ^ l) • ((-((m : ℂ) + 1) / (‖x‖ : ℂ) ^ (m + 2)) • M)
        + ((‖x‖ : ℂ) ^ (m + 1))⁻¹ • ((c * (l * complexForm a b x ^ (l - 1))) • L) :=
    (h1.mul h2).fderiv
  simp only [maxwellD, e, add_apply, smul_apply,
    smul_eq_mul]
  linear_combination
    (c * complexForm a b x ^ l * (-((m : ℂ) + 1) / (‖x‖ : ℂ) ^ (m + 2))) * hD
    + (((‖x‖ : ℂ) ^ (m + 1))⁻¹ * (c * (l * complexForm a b x ^ (l - 1)))) * hN
```

**Q:** In the induction you differentiate the formula for l. Knowing it at the single point x would not allow that.

**A:** Correct, and the proof respects it. The induction is run with `generalizing x`, so the hypothesis is available at every nonzero point. All points near x are nonzero, so `hev` states equality on a neighbourhood, and `hev.fderiv_eq` transfers the derivative. Then `hs` applies the step formula with m = 2l, and `hN` removes the N term.

```lean
/-- For orthogonal `a`, `b` of equal norm and `x ≠ 0`, applying `D` `l` times to `1/‖x‖` gives
`(-1)^l (2l-1)!! (a·x + i b·x)^l / ‖x‖^(2l+1)`. -/
theorem maxwell_multipole {a b : E} (hab : inner ℝ a b = 0) (hn : ‖a‖ = ‖b‖)
    (l : ℕ) {x : E} (hx : x ≠ 0) :
    (maxwellD a b)^[l] coulomb x
      = (-1) ^ l * (oddDoubleFactorial l : ℂ) * complexForm a b x ^ l
        / (‖x‖ : ℂ) ^ (2 * l + 1) := by
  have hN := (complexSquare_eq_zero_iff a b).2 ⟨hab, hn⟩
  induction l generalizing x with
  | zero => simp [coulomb, oddDoubleFactorial]
  | succ l ih =>
    -- the formula for `l` holds near `x`, so it may be differentiated there
    have hev : (maxwellD a b)^[l] coulomb =ᶠ[𝓝 x] fun y =>
        ((-1) ^ l * (oddDoubleFactorial l : ℂ) * complexForm a b y ^ l)
          * ((‖y‖ : ℂ) ^ (2 * l + 1))⁻¹ := by
      filter_upwards [isOpen_ne.mem_nhds hx] with y hy
      rw [ih (x := y) hy, div_eq_mul_inv]
    have hs := maxwellD_step a b ((-1) ^ l * (oddDoubleFactorial l : ℂ)) l (2 * l) hx
    have ho : oddDoubleFactorial (l + 1) = oddDoubleFactorial l * (2 * l + 1) :=
      Finset.prod_range_succ _ _
    rw [Function.iterate_succ_apply', maxwellD, hev.fderiv_eq, ← maxwellD, hs, hN, ho]
    push_cast
    ring
```

**Q:** Maxwell's name suggests more to me: every multipole built from derivatives along chosen axes.

**A:** That construction lets the l directions differ. Here one complex direction is repeated l times. With a and b as unit vectors along x and y in ℝ³, the result has the angular dependence of the spherical harmonic with m = l, up to normalisation, where m, here and in the last answer, is the magnetic quantum number and not the m of the derivative formula. The other values of m need other combinations of derivatives. Also, 1/r solves Laplace's equation away from the origin in three dimensions but not in general, so the electrostatic reading belongs to ℝ³ even though the differentiation formula holds more widely.

**Q:** Suppose a and b are not orthogonal, or differ in length. Does the formula fail visibly?

**A:** At the second derivative. Since D(1/r) = −ζ/r³ for any a and b, another step gives

D² (1/r) = 3ζ²/r⁵ − N/r³

In ℝ³ this is still a valid quadrupole potential, but its numerator is no longer a pure power of ζ. The proof uses `maxwellD_step` twice, first with l = m = 0 and then with l = 1, m = 2.

```lean
/-- For arbitrary `a` and `b`, the second application of `D` to `1/‖x‖` contains an extra
term proportional to the square of `a + i b`. -/
theorem maxwellD_twice (a b : E) {x : E} (hx : x ≠ 0) :
    (maxwellD a b)^[2] coulomb x
      = 3 * complexForm a b x ^ 2 / (‖x‖ : ℂ) ^ 5
        - complexSquare a b / (‖x‖ : ℂ) ^ 3 := by
  have hc : (coulomb : E → ℂ) = fun y =>
      (1 * complexForm a b y ^ 0) * ((‖y‖ : ℂ) ^ (0 + 1))⁻¹ := by
    funext y
    simp [coulomb]
  have hev : maxwellD a b coulomb =ᶠ[𝓝 x] fun y =>
      ((-1) * complexForm a b y ^ 1) * ((‖y‖ : ℂ) ^ (2 + 1))⁻¹ := by
    filter_upwards [isOpen_ne.mem_nhds hx] with y hy
    rw [hc, maxwellD_step a b 1 0 0 hy]
    push_cast
    ring
  change maxwellD a b (maxwellD a b coulomb) x = _
  rw [maxwellD, hev.fderiv_eq, ← maxwellD, maxwellD_step a b (-1) 1 2 hx]
  push_cast
  ring
```

This yields a converse. Fix any one point x ≠ 0. If Maxwell's formula holds there for all l, then its l = 2 case, compared with the expression above, forces N/r³ = 0, hence N = 0. The other direction is the theorem already proved.

```lean
/-- At any given point `x ≠ 0`, the formula of `maxwell_multipole` holds for all `l` exactly when
`a` and `b` are orthogonal and have equal norms. -/
theorem maxwell_multipole_iff (a b : E) {x : E} (hx : x ≠ 0) :
    (∀ l : ℕ, (maxwellD a b)^[l] coulomb x
      = (-1) ^ l * (oddDoubleFactorial l : ℂ) * complexForm a b x ^ l
        / (‖x‖ : ℂ) ^ (2 * l + 1)) ↔ inner ℝ a b = 0 ∧ ‖a‖ = ‖b‖ := by
  refine ⟨fun h => ?_, fun h l => maxwell_multipole h.1 h.2 l hx⟩
  have hr : (‖x‖ : ℂ) ≠ 0 := Complex.ofReal_ne_zero.mpr (norm_ne_zero_iff.mpr hx)
  -- the case `l = 2` already forces the complex square to vanish
  have h2 := h 2
  rw [maxwellD_twice a b hx, show oddDoubleFactorial 2 = 3 from rfl] at h2
  push_cast at h2
  have h0 : complexSquare a b / (‖x‖ : ℂ) ^ 3 = 0 := by linear_combination -h2
  exact (complexSquare_eq_zero_iff a b).1
    ((div_eq_zero_iff.1 h0).resolve_right (pow_ne_zero 3 hr))
```

**Q:** And in the coordinates I would actually use?

**A:** Take a and b to be the first two standard unit vectors of ℝ³. Lean counts coordinates from zero, so `x 0` and `x 1` are the physicist's x and y, and `‖x‖` is r. The proof checks that ζ becomes x + i y and that the two vectors are orthogonal with norm one.

```lean
/-- In three dimensions, applying `∂/∂x + i ∂/∂y` `l` times to `1/r` gives
`(-1)^l (2l-1)!! (x + i y)^l / r^(2l+1)`. -/
theorem maxwell_multipole_cartesian (l : ℕ) {x : EuclideanSpace ℝ (Fin 3)} (hx : x ≠ 0) :
    (maxwellD (EuclideanSpace.single (0 : Fin 3) (1 : ℝ))
        (EuclideanSpace.single (1 : Fin 3) (1 : ℝ)))^[l] coulomb x
      = (-1) ^ l * (oddDoubleFactorial l : ℂ)
        * (((x 0 : ℝ) : ℂ) + Complex.I * ((x 1 : ℝ) : ℂ)) ^ l
        / (‖x‖ : ℂ) ^ (2 * l + 1) := by
  have hz : complexForm (EuclideanSpace.single (0 : Fin 3) (1 : ℝ))
      (EuclideanSpace.single (1 : Fin 3) (1 : ℝ)) x
      = ((x 0 : ℝ) : ℂ) + Complex.I * ((x 1 : ℝ) : ℂ) := by
    simp [complexForm, EuclideanSpace.inner_single_left]
  rw [← hz]
  exact maxwell_multipole (by simp [EuclideanSpace.inner_single_left]) (by simp) l hx

end

end MaxwellMultipole
```

```lean
#print axioms MaxwellMultipole.oddDoubleFactorial_succ_eq
#print axioms MaxwellMultipole.maxwell_multipole_iff
#print axioms MaxwellMultipole.maxwell_multipole_cartesian
```

```
'MaxwellMultipole.oddDoubleFactorial_succ_eq' depends on axioms: [propext, Classical.choice, Quot.sound]
'MaxwellMultipole.maxwell_multipole_iff' depends on axioms: [propext, Classical.choice, Quot.sound]
'MaxwellMultipole.maxwell_multipole_cartesian' depends on axioms: [propext, Classical.choice, Quot.sound]
```

**Q:** What is the most degenerate case allowed?

**A:** a = b = 0. Then D and ζ both vanish, so the two sides are zero for l ≥ 1, while l = 0 still returns 1/r. On a line this is the only choice, since two orthogonal vectors of equal length there must both be zero.

**Q:** Does any of this reach electronic structure?

**A:** The same argument works for a Gaussian. For real α > 0, D exp(−αr²) = −2α ζ exp(−αr²), and D ζ = 0 under the same condition on a and b, so

D^l exp(−αr²) = (−2α)^l ζ^l exp(−αr²)

This is a derivation by hand, separate from the Lean theorems. In ℝ³, with a and b along x and y, it turns an s-type Gaussian into the m = l Gaussian of angular momentum l, for a single primitive function on one centre. The formula for 1/r itself gives the position dependence of the m = l term in the multipole expansion about the origin for a localised charge distribution in vacuum, at points outside a sphere around the origin that encloses all the charge. The coefficient of that term depends on the distribution.
